# Spin-polarized electrons in the lowest Landau level: least angular momentum N(N−1)/2, attained only by the Vandermonde droplet

## Polynomials, exchange and angular momentum

Number the electrons $i=0,\dots,N-1$, and let $z_i$ be the complex position of electron $i$ in the plane, in units of the magnetic length. In the symmetric gauge, a lowest-Landau-level state is a holomorphic function of the $z_i$ times the common Gaussian $e^{-\sum_i|z_i|^2/4}$. Here that function is a polynomial $p$, and the Gaussian is dropped.

- **Fermionic** means that $p$ changes sign under every exchange of two distinct variables, as it must when all spins are parallel.
- **Angular momentum** is $L=\sum_i z_i\,\partial/\partial z_i$, in units of $\hbar$, with the orientation chosen so that the orbital $z^k$ carries $+k$.
- **The droplet** is $V_N=\prod_{i<j}(z_j-z_i)$, with $V_0=V_1=1$. It is unnormalised: the normalised wave function is $V_N$ times the Gaussian, divided by $\bigl(N!\prod_{k=0}^{N-1}2\pi\,2^k k!\bigr)^{1/2}$.

## The bound and the state that attains it

If $p\neq0$ is fermionic and homogeneous of degree $d$, then

$$d\ \ge\ \frac{N(N-1)}2,\qquad d=\frac{N(N-1)}2\iff p=c\,V_N\ \text{ for some } c\in\mathbb C .$$

Equivalently, no nonzero fermionic polynomial has an eigenvalue of $L$ below $N(N-1)/2$, and the fermionic polynomials with that eigenvalue, together with zero, form the line spanned by $V_N$.

## The first nonempty sector in exact diagonalization

For finitely many spin-polarized electrons restricted to the lowest Landau level on a disc, a code that enumerates determinants by total angular momentum should find none below $N(N-1)/2$ and exactly one at that value, with orbitals $0,\dots,N-1$ occupied, provided that its basis contains these orbitals. Any rotationally invariant Hamiltonian projected onto this level, interactions included, therefore has the droplet as an eigenstate, and its energy there is a single expectation value.

## Counting occupied orbitals

Write $p=\sum_m c_m z^m$, where $z^m=\prod_i z_i^{m_i}$ and $m_i$ is the orbital of electron $i$.

**Eigenvalues.** Since $z_i\partial_i z^m=m_i z^m$, we have $Lz^m=(\sum_i m_i)z^m$. Hence $Lp=\mu p$ means $(\sum_i m_i-\mu)c_m=0$ for every $m$. For $p\ne0$, $\mu$ is thus a natural number $d$ and $p$ is homogeneous of degree $d$; conversely, homogeneity gives $Lp=dp$.

**Pauli principle.** By antisymmetry, the monomial with $m_i$ and $m_j$ exchanged has coefficient $-c_m$. If $m_i=m_j$, then $c_m=-c_m$, so $c_m=0$. Occurring monomials have distinct exponents.

**Filling.** Let $a$ be the largest of $n+1$ distinct natural numbers. The other $n$ lie below $a$, so $a\ge n$. Removing the largest number repeatedly bounds the sum of $N$ distinct numbers by

$$\sum_i m_i\ \ge\ 0+1+\dots+(N-1)=\frac{N(N-1)}2 .$$

Equality forces equality at each removal, so the numbers are exactly $0,\dots,N-1$.

**One coefficient suffices.** At the least degree, every occurring monomial has $m_i=\sigma(i)$ for a permutation $\sigma$. Antisymmetry makes its coefficient $\pm c_f$, where $f_i=i$ is the filled configuration. If $c_f=0$, then $p=0$.

**The droplet.** $V_N=\det(z_i^{\,j})_{i,j=0}^{N-1}$ changes sign when two rows are exchanged. It is a product of $N(N-1)/2$ nonzero linear factors, hence nonzero and of least degree. The diagonal term of the determinant gives it coefficient $1$ on $f$. For $p$ of least degree, $p-c_fV_N$ is fermionic, of the same degree, and has coefficient $0$ on $f$; so it vanishes. Conversely, a nonzero multiple of $V_N$ has degree $N(N-1)/2$.

## The orbital count in Lean

```lean
import Mathlib

open MvPolynomial

namespace LowestLandauDroplet

noncomputable section

variable {N : ℕ}

/-- The polynomial part of a spin-polarized state changes sign under every exchange of two
distinct particles. -/
def IsFermionic (p : MvPolynomial (Fin N) ℂ) : Prop :=
  ∀ i j : Fin N, i ≠ j → rename (Equiv.swap i j) p = -p

/-- Total angular momentum in the lowest Landau level, in units of ħ, acting on the polynomial
part of the state: the sum of `z_i ∂/∂z_i` over the particles. -/
def angularMomentum (p : MvPolynomial (Fin N) ℂ) : MvPolynomial (Fin N) ℂ :=
  ∑ i, X i * pderiv i p

/-- The Vandermonde product of `z_j - z_i` over all pairs `i < j`. -/
def droplet (N : ℕ) : MvPolynomial (Fin N) ℂ :=
  ∏ i : Fin N, ∏ j ∈ Finset.Ioi i, (X j - X i)

/-- The configuration in which particle `i` occupies the orbital of angular momentum `i`,
for `i = 0, ..., N-1`. -/
def filled (N : ℕ) : Fin N →₀ ℕ :=
  Finsupp.equivFunOnFinite.symm (fun i => (i : ℕ))

/-- The angular momentum operator multiplies the amplitude of each monomial by the sum of its
exponents. -/
theorem coeff_angularMomentum (p : MvPolynomial (Fin N) ℂ) (m : Fin N →₀ ℕ) :
    coeff m (angularMomentum p) = ((∑ i, m i : ℕ) : ℂ) * coeff m p := by
  refine MvPolynomial.induction_on' p ?_ ?_
  · intro u a
    simp only [angularMomentum, X_mul_pderiv_monomial, ← Finset.sum_smul, coeff_smul,
      coeff_monomial]
    split_ifs with h
    · rw [h, nsmul_eq_mul]
    · simp
  · intro p q hp hq
    have h : angularMomentum (p + q) = angularMomentum p + angularMomentum q := by
      simp [angularMomentum, mul_add, Finset.sum_add_distrib]
    rw [h, coeff_add, coeff_add, hp, hq, mul_add]

/-- A polynomial is homogeneous of degree `d` exactly when each monomial occurring in it has
exponents summing to `d`. -/
theorem isHomogeneous_iff_sum (p : MvPolynomial (Fin N) ℂ) (d : ℕ) :
    p.IsHomogeneous d ↔ ∀ m, coeff m p ≠ 0 → ∑ i, m i = d := by
  have hw : ∀ m : Fin N →₀ ℕ, Finsupp.weight (1 : Fin N → ℕ) m = ∑ i, m i := by
    intro m
    rw [Finsupp.weight_apply, Finsupp.sum_fintype _ _ (by simp)]
    simp
  constructor
  · intro h m hm
    rw [← hw m]
    exact h hm
  · intro h m hm
    exact (hw m).trans (h m hm)

/-- Pauli principle: in every monomial occurring in a fermionic state, different particles
occupy different orbitals. -/
theorem pauli {p : MvPolynomial (Fin N) ℂ} (hp : IsFermionic p) {m : Fin N →₀ ℕ}
    (hc : coeff m p ≠ 0) : Function.Injective m := by
  intro i j hij
  by_contra hne
  -- exchanging two particles in the same orbital leaves the monomial unchanged
  have hm : m.mapDomain (Equiv.swap i j) = m := by
    ext k
    obtain ⟨l, rfl⟩ := (Equiv.swap i j).surjective k
    rw [Finsupp.mapDomain_apply (Equiv.swap i j).injective, Equiv.swap_apply_def]
    split_ifs with h1 h2
    · rw [h1, hij]
    · rw [h2, hij]
    · rfl
  have h := coeff_rename_mapDomain (Equiv.swap i j) (Equiv.swap i j).injective p m
  rw [hm, hp i j hne, coeff_neg] at h
  apply hc
  linear_combination (-1 / 2 : ℂ) * h

/-- Particles in pairwise different orbitals have total angular momentum at least `N(N-1)/2`,
and at equality every occupied orbital lies below `N`. -/
theorem filling (m : Fin N → ℕ) (hm : Function.Injective m) :
    N * (N - 1) / 2 ≤ ∑ i, m i ∧ (∑ i, m i = N * (N - 1) / 2 → ∀ i, m i < N) := by
  -- the same statement for the set of occupied orbitals, removing the highest one each time
  have key : ∀ s : Finset ℕ, ∑ k ∈ Finset.range s.card, k ≤ ∑ k ∈ s, k ∧
      (∑ k ∈ s, k = ∑ k ∈ Finset.range s.card, k → s = Finset.range s.card) := by
    intro s
    refine Finset.induction_on_max s (by simp) ?_
    intro a s hlt ih
    have ha : a ∉ s := fun h => lt_irrefl _ (hlt a h)
    have hc : s.card ≤ a := by
      simpa using Finset.card_le_card
        (show s ⊆ Finset.range a from fun x hx => Finset.mem_range.2 (hlt x hx))
    rw [Finset.card_insert_of_notMem ha, Finset.sum_insert ha, Finset.sum_range_succ]
    obtain ⟨h1, h2⟩ := ih
    refine ⟨by omega, fun h => ?_⟩
    have hs := h2 (by omega)
    have hca : s.card = a := by omega
    rw [hca] at hs ⊢
    rw [hs, Finset.range_add_one]
  have hcard : (Finset.univ.image m).card = N := by
    rw [Finset.card_image_of_injective _ hm]
    simp
  have hsum : ∑ k ∈ Finset.univ.image m, k = ∑ i, m i := by
    rw [Finset.sum_image (by intro a _ b _ h; exact hm h)]
  have h := key (Finset.univ.image m)
  rw [hcard, hsum, Finset.sum_range_id] at h
  refine ⟨h.1, fun e i => ?_⟩
  have hi : m i ∈ Finset.univ.image m := Finset.mem_image_of_mem m (Finset.mem_univ i)
  rw [h.2 e] at hi
  exact Finset.mem_range.1 hi

/-- The Vandermonde product is fermionic, homogeneous of degree `N(N-1)/2`, and nonzero. -/
theorem droplet_spec (N : ℕ) : IsFermionic (droplet N) ∧
    (droplet N).IsHomogeneous (N * (N - 1) / 2) ∧ droplet N ≠ 0 := by
  have hdet : droplet N =
      (Matrix.vandermonde (X : Fin N → MvPolynomial (Fin N) ℂ)).det :=
    (Matrix.det_vandermonde _).symm
  refine ⟨?_, ?_, ?_⟩
  · -- exchanging particles exchanges rows of the Slater determinant
    intro i j hij
    have h : (rename (R := ℂ) (Equiv.swap i j)).mapMatrix (Matrix.vandermonde X) =
        (Matrix.vandermonde (X : Fin N → MvPolynomial (Fin N) ℂ)).submatrix
          (Equiv.swap i j) id :=
      Matrix.ext fun a b => by simp [Matrix.vandermonde_apply]
    rw [hdet, AlgHom.map_det, h, Matrix.det_permute, Equiv.Perm.sign_swap hij]
    simp
  · have h : ∀ i : Fin N, (∏ j ∈ Finset.Ioi i,
        (X j - X i : MvPolynomial (Fin N) ℂ)).IsHomogeneous (N - 1 - (i : ℕ)) := by
      intro i
      have h1 := IsHomogeneous.prod (Finset.Ioi i)
        (fun j => (X j - X i : MvPolynomial (Fin N) ℂ)) (fun _ => 1)
        (fun j _ => (isHomogeneous_X ℂ j).sub (isHomogeneous_X ℂ i))
      rwa [Finset.sum_const, smul_eq_mul, mul_one, Fin.card_Ioi] at h1
    have hs : ∑ i : Fin N, (N - 1 - (i : ℕ)) = N * (N - 1) / 2 :=
      (Fin.sum_univ_eq_sum_range (fun k => N - 1 - k) N).trans
        ((Finset.sum_range_reflect (fun k => k) N).trans (Finset.sum_range_id N))
    have h2 := IsHomogeneous.prod Finset.univ _ _ (fun i _ => h i)
    rw [hs] at h2
    exact h2
  · rw [hdet]
    exact Matrix.det_vandermonde_ne_zero_iff.2 (X_injective)

/-- A fermionic state of degree `N(N-1)/2` vanishes if its amplitude on the filled
configuration vanishes. -/
theorem eq_zero_of_filled {p : MvPolynomial (Fin N) ℂ} (hp : IsFermionic p)
    (hd : p.IsHomogeneous (N * (N - 1) / 2)) (h0 : coeff (filled N) p = 0) : p = 0 := by
  -- a permutation of the particles changes the state at most by its sign
  have hperm : ∀ σ : Equiv.Perm (Fin N), rename σ p = p ∨ rename σ p = -p := by
    intro σ
    refine Equiv.Perm.swap_induction_on σ (Or.inl ?_) ?_
    · rw [Equiv.Perm.coe_one, rename_id_apply]
    · intro f x y hxy ih
      rw [Equiv.Perm.coe_mul, ← rename_rename]
      rcases ih with h | h
      · right
        rw [h, hp x y hxy]
      · left
        rw [h, map_neg, hp x y hxy, neg_neg]
  by_contra hne
  obtain ⟨m, hm⟩ := MvPolynomial.ne_zero_iff.1 hne
  have hinj := pauli hp hm
  have hlt := (filling m hinj).2 ((isHomogeneous_iff_sum p _).1 hd m hm)
  -- the occupied orbitals are a permutation of 0, ..., N-1
  have hf : Function.Injective (fun i : Fin N => (⟨m i, hlt i⟩ : Fin N)) :=
    fun a b h => hinj (congrArg Fin.val h)
  obtain ⟨σ, hσ⟩ : ∃ σ : Equiv.Perm (Fin N), ∀ i, ((σ i : Fin N) : ℕ) = m i :=
    ⟨Equiv.ofBijective _ (Finite.injective_iff_bijective.1 hf), fun _ => rfl⟩
  have hmap : m.mapDomain σ = filled N := by
    ext k
    obtain ⟨i, rfl⟩ := σ.surjective k
    rw [Finsupp.mapDomain_apply σ.injective]
    exact (hσ i).symm
  have h := coeff_rename_mapDomain σ σ.injective p m
  rw [hmap] at h
  apply hm
  rcases hperm σ with h' | h'
  · rw [← h, h', h0]
  · rw [← h, h', coeff_neg, h0, neg_zero]

/-- A nonzero fermionic polynomial, homogeneous of degree `d`, has `d ≥ N(N-1)/2`, with equality
exactly when it is a scalar multiple of the Vandermonde product. -/
theorem least_degree_iff_droplet {p : MvPolynomial (Fin N) ℂ} {d : ℕ} (hp0 : p ≠ 0)
    (hp : IsFermionic p) (hd : p.IsHomogeneous d) :
    N * (N - 1) / 2 ≤ d ∧ (d = N * (N - 1) / 2 ↔ ∃ c : ℂ, p = c • droplet N) := by
  obtain ⟨hV, hVd, hV0⟩ := droplet_spec N
  obtain ⟨m, hm⟩ := MvPolynomial.ne_zero_iff.1 hp0
  have hmd := (isHomogeneous_iff_sum p d).1 hd m hm
  refine ⟨hmd ▸ (filling m (pauli hp hm)).1, ?_, ?_⟩
  · intro h
    subst h
    have ha : coeff (filled N) (droplet N) ≠ 0 := fun h => hV0 (eq_zero_of_filled hV hVd h)
    -- subtract the multiple of the droplet with the same amplitude on the filled configuration
    refine ⟨coeff (filled N) p / coeff (filled N) (droplet N), sub_eq_zero.1 ?_⟩
    apply eq_zero_of_filled
    · intro i j hij
      rw [map_sub, map_smul, hp i j hij, hV i j hij]
      module
    · exact hd.sub ((homogeneousSubmodule (Fin N) ℂ _).smul_mem _ hVd)
    · rw [coeff_sub, coeff_smul, smul_eq_mul, div_mul_cancel₀ _ ha, sub_self]
  · rintro ⟨c, hc⟩
    rw [hc, coeff_smul, smul_eq_mul] at hm
    rw [← hmd]
    exact (isHomogeneous_iff_sum _ _).1 hVd m (right_ne_zero_of_mul hm)

/-- Every eigenvalue of the angular momentum on nonzero fermionic states is a natural number
not smaller than `N(N-1)/2`. -/
theorem eigenvalue_bound {p : MvPolynomial (Fin N) ℂ} {μ : ℂ} (hp0 : p ≠ 0)
    (hp : IsFermionic p) (hL : angularMomentum p = μ • p) :
    ∃ d : ℕ, μ = d ∧ N * (N - 1) / 2 ≤ d := by
  obtain ⟨m, hm⟩ := MvPolynomial.ne_zero_iff.1 hp0
  have h := congrArg (coeff m) hL
  rw [coeff_angularMomentum, coeff_smul, smul_eq_mul] at h
  exact ⟨∑ i, m i, (mul_right_cancel₀ hm h).symm, (filling m (pauli hp hm)).1⟩

/-- The fermionic states satisfying the angular momentum eigenvalue equation with eigenvalue
`N(N-1)/2` are exactly the scalar multiples of the Vandermonde product, zero included. -/
theorem lowest_eigenspace (p : MvPolynomial (Fin N) ℂ) :
    (IsFermionic p ∧ angularMomentum p = ((N * (N - 1) / 2 : ℕ) : ℂ) • p) ↔
      ∃ c : ℂ, p = c • droplet N := by
  obtain ⟨hV, hVd, -⟩ := droplet_spec N
  constructor
  · rintro ⟨hp, hL⟩
    by_cases hp0 : p = 0
    · exact ⟨0, by rw [hp0, zero_smul]⟩
    · -- an eigenstate is homogeneous
      have hd : p.IsHomogeneous (N * (N - 1) / 2) := by
        rw [isHomogeneous_iff_sum]
        intro m hm
        have h := congrArg (coeff m) hL
        rw [coeff_angularMomentum, coeff_smul, smul_eq_mul] at h
        exact Nat.cast_injective (mul_right_cancel₀ hm h)
      exact (least_degree_iff_droplet hp0 hp hd).2.1 rfl
  · rintro ⟨c, rfl⟩
    refine ⟨fun i j hij => by rw [map_smul, hV i j hij, smul_neg], ?_⟩
    refine MvPolynomial.ext _ _ fun m => ?_
    simp only [coeff_angularMomentum, coeff_smul, smul_eq_mul]
    by_cases h : coeff m (droplet N) = 0
    · simp [h]
    · rw [(isHomogeneous_iff_sum _ _).1 hVd m h]

end

end LowestLandauDroplet
```

```lean
#print axioms LowestLandauDroplet.coeff_angularMomentum
#print axioms LowestLandauDroplet.eigenvalue_bound
#print axioms LowestLandauDroplet.lowest_eigenspace
```

```
'LowestLandauDroplet.coeff_angularMomentum' depends on axioms: [propext, Classical.choice, Quot.sound]
'LowestLandauDroplet.eigenvalue_bound' depends on axioms: [propext, Classical.choice, Quot.sound]
'LowestLandauDroplet.lowest_eigenspace' depends on axioms: [propext, Classical.choice, Quot.sound]
```

## What the theorems say about electrons

`MvPolynomial (Fin N) ℂ` is the space of polynomial prefactors, and `Fin N` numbers the electrons from $0$. `IsFermionic` expresses exchange through `rename (Equiv.swap i j)`, and `angularMomentum` is $L$.

`least_degree_iff_droplet` takes a polynomial that is nonzero (`hp0`), fermionic (`hp`) and homogeneous of degree `d` (`hd`), and returns the bound and the equivalence. `eigenvalue_bound` starts from an arbitrary complex eigenvalue `μ` and shows that it is a natural number satisfying the bound. `lowest_eigenspace` identifies the lowest eigenspace, zero vector included.

The restriction to the lowest Landau level and full spin polarization are assumed. The file contains no Hamiltonian, Gaussian or inner product, so it makes no statement about energies, Landau-level mixing or normalisation.

## How the lemmas carry the count

`coeff_angularMomentum` checks the action of $L$ on monomials and extends it by additivity; `isHomogeneous_iff_sum` translates homogeneity into exponent sums. In `pauli`, `linear_combination` solves $c_m=-c_m$. In `filling`, `Finset.induction_on_max` removes the highest orbital, and `omega` settles the inequalities.

`droplet_spec` uses the Vandermonde determinant for the sign and for nonvanishing, and counts factors for the degree. `eq_zero_of_filled` builds $\sigma$ from the exponents and obtains the sign by induction on exchanges. The main theorem then subtracts a multiple of the droplet; it divides by the droplet's coefficient on `filled N`, which it only needs to be nonzero.

## Counter-examples with two and three electrons

- **Zero polynomial.** For $N=2$, $p=0$ is fermionic and homogeneous of degree $0$, below the bound $1$.
- **Antisymmetry in one pair only.** For $N=3$, $p=z_1-z_0$ changes sign when electrons $0$ and $1$ are exchanged, but has degree $1<3$. A sign change under a single exchange is not enough.
- **Mixed degrees.** For $N=2$, $p=(z_1-z_0)(1+z_0+z_1)$ is fermionic and its lowest-degree part has degree $1$, yet it is not a multiple of $V_2$. Reading $d$ as the lowest degree that occurs would lose uniqueness.
